# ADIIS gives the exact Hartree–Fock energy of a density mixture whose coefficients sum to one

For one orbital with occupation \(d\) and energy \(E(d)=hd+\tfrac12\gamma d^2\), where the constants \(h\) and \(\gamma\) are the one-electron energy and the strength of the electron repulsion, the second-order expansion about a stored value \(d_n\) is exact, because \(E\) is a parabola. The ADIIS function, which some self-consistent-field (SCF) programs minimise to choose the coefficients for combining stored iterates, is the matrix form of this expansion, and it is exact for Hartree–Fock when the coefficients sum to one and the two-electron integrals are symmetric under exchange of the electrons.

```lean
import Mathlib

open Matrix

namespace ADIISExactness

noncomputable section

variable {𝕜 m ι : Type*} [RCLike 𝕜] [Fintype m] [Fintype ι]

/-- The Fock matrix `F(D) = h + G(D)`. -/
def fock (h : Matrix m m 𝕜) (G : Matrix m m 𝕜 →ₗ[𝕜] Matrix m m 𝕜)
    (D : Matrix m m 𝕜) : Matrix m m 𝕜 := h + G D

/-- The mean-field energy `E(D) = tr(hD) + tr(D G(D))/2`. -/
def energy (h : Matrix m m 𝕜) (G : Matrix m m 𝕜 →ₗ[𝕜] Matrix m m 𝕜)
    (D : Matrix m m 𝕜) : 𝕜 := trace (h * D) + trace (D * G D) / 2

/-- Trace symmetry of the mean field: `tr(X G(Y)) = tr(Y G(X))`. -/
def TraceSymmetric (G : Matrix m m 𝕜 →ₗ[𝕜] Matrix m m 𝕜) : Prop :=
  ∀ X Y, trace (X * G Y) = trace (Y * G X)

/-- The linear combination `∑ c_i D_i` of stored matrices. -/
def mix (c : ι → 𝕜) (D : ι → Matrix m m 𝕜) : Matrix m m 𝕜 := ∑ i, c i • D i

/-- The ADIIS function of the coefficients `c`, built around the reference iterate `n`. -/
def adiis (h : Matrix m m 𝕜) (G : Matrix m m 𝕜 →ₗ[𝕜] Matrix m m 𝕜)
    (D : ι → Matrix m m 𝕜) (n : ι) (c : ι → 𝕜) : 𝕜 :=
  energy h G (D n) + ∑ i, c i * trace ((D i - D n) * fock h G (D n))
    + 1 / 2 * ∑ i, ∑ j, c i * c j *
        trace ((D i - D n) * (fock h G (D j) - fock h G (D n)))

/-- The EDIIS function: interpolated energies minus a pairwise correction. -/
def ediis (h : Matrix m m 𝕜) (G : Matrix m m 𝕜 →ₗ[𝕜] Matrix m m 𝕜)
    (D : ι → Matrix m m 𝕜) (c : ι → 𝕜) : 𝕜 :=
  ∑ i, c i * energy h G (D i)
    - 1 / 4 * ∑ i, ∑ j, c i * c j *
        trace ((D i - D j) * (fock h G (D i) - fock h G (D j)))

/-- The trace of a mixture against a fixed matrix is the mixture of the traces. -/
theorem trace_mix_mul (c : ι → 𝕜) (X : ι → Matrix m m 𝕜) (A : Matrix m m 𝕜) :
    trace (mix c X * A) = ∑ i, c i * trace (X i * A) := by
  simp only [mix, Finset.sum_mul, Matrix.smul_mul, trace_sum, trace_smul, smul_eq_mul]

/-- The interaction of a mixture with itself is a quadratic form in the coefficients. -/
theorem trace_mix_mul_map (G : Matrix m m 𝕜 →ₗ[𝕜] Matrix m m 𝕜) (c : ι → 𝕜)
    (X : ι → Matrix m m 𝕜) :
    trace (mix c X * G (mix c X)) = ∑ i, ∑ j, c i * c j * trace (X i * G (X j)) := by
  rw [trace_mix_mul]
  refine Finset.sum_congr rfl fun i _ => ?_
  simp only [mix, map_sum, map_smul, Finset.mul_sum, Matrix.mul_smul, trace_sum,
    trace_smul, smul_eq_mul, mul_assoc]

omit [Fintype m] in
/-- With coefficients summing to one, a mixture is the reference density plus the
mixture of the differences from it. -/
theorem mix_eq_add (D : ι → Matrix m m 𝕜) (n : ι) (c : ι → 𝕜) (hc : ∑ i, c i = 1) :
    mix c D = D n + mix c (fun i => D i - D n) := by
  simp only [mix, smul_sub, Finset.sum_sub_distrib, ← Finset.sum_smul, hc, one_smul]
  abel

/-- For a linear, trace-symmetric mean field and coefficients summing to one, the ADIIS
function equals the energy of the mixed density. -/
theorem adiis_exact (h : Matrix m m 𝕜) (G : Matrix m m 𝕜 →ₗ[𝕜] Matrix m m 𝕜)
    (hG : TraceSymmetric G) (D : ι → Matrix m m 𝕜) (n : ι) (c : ι → 𝕜)
    (hc : ∑ i, c i = 1) :
    energy h G (mix c D) = adiis h G D n c := by
  -- differences of Fock matrices contain only the mean field
  have hF : ∀ j, fock h G (D j) - fock h G (D n) = G (D j - D n) := fun j => by
    simp only [fock, add_sub_add_left_eq_sub, map_sub]
  have lin : ∑ i, c i * trace ((D i - D n) * fock h G (D n))
      = trace (mix c (fun i => D i - D n) * fock h G (D n)) :=
    (trace_mix_mul c (fun i => D i - D n) _).symm
  have quad : ∑ i, ∑ j, c i * c j * trace ((D i - D n) * G (D j - D n))
      = trace (mix c (fun i => D i - D n) * G (mix c (fun i => D i - D n))) :=
    (trace_mix_mul_map G c (fun i => D i - D n)).symm
  simp only [adiis, hF]
  rw [lin, quad, mix_eq_add D n c hc]
  generalize mix c (fun i => D i - D n) = X
  -- trace symmetry merges the two cross terms
  simp only [energy, fock, map_add, mul_add, add_mul, trace_add]
  linear_combination trace_mul_comm h X + 1 / 2 * hG (D n) X

/-- The ADIIS function is exact for all pairs of matrices and all coefficients summing to one if and
only if the linear mean field is trace-symmetric. -/
theorem adiis_exact_iff (h : Matrix m m 𝕜) (G : Matrix m m 𝕜 →ₗ[𝕜] Matrix m m 𝕜) :
    (∀ (D : Fin 2 → Matrix m m 𝕜) (c : Fin 2 → 𝕜), ∑ i, c i = 1 →
      energy h G (mix c D) = adiis h G D 1 c) ↔ TraceSymmetric G := by
  refine ⟨fun H X Y => ?_, fun hG D c hc => adiis_exact h G hG D 1 c hc⟩
  -- test the model at the first of the two matrices X + Y and Y
  have key := H ![X + Y, Y] ![1, 0] (by simp)
  simp only [adiis, mix, energy, fock, Fin.sum_univ_two, Matrix.cons_val_zero,
    Matrix.cons_val_one, one_smul, zero_smul, add_zero, map_add, mul_add, add_mul,
    mul_sub, sub_mul, trace_add, trace_sub] at key
  linear_combination (-2) * key + 2 * trace_mul_comm h X

/-- For any linear mean field and coefficients summing to one, the EDIIS function equals
the energy of the mixed density. -/
theorem ediis_exact (h : Matrix m m 𝕜) (G : Matrix m m 𝕜 →ₗ[𝕜] Matrix m m 𝕜)
    (D : ι → Matrix m m 𝕜) (c : ι → 𝕜) (hc : ∑ i, c i = 1) :
    energy h G (mix c D) = ediis h G D c := by
  have hL : energy h G (mix c D) = ∑ i, c i * trace (h * D i)
      + (∑ i, ∑ j, c i * c j * trace (D i * G (D j))) / 2 := by
    rw [energy, trace_mix_mul_map, trace_mul_comm, trace_mix_mul]
    simp only [trace_mul_comm _ h]
  have hE : ∑ i, c i * energy h G (D i) = ∑ i, c i * trace (h * D i)
      + (∑ i, c i * trace (D i * G (D i))) / 2 := by
    simp only [energy, mul_add, Finset.sum_add_distrib, Finset.sum_div, mul_div_assoc]
  -- the diagonal parts collapse by the constraint, the cross parts by relabelling
  have h1 : ∑ i, ∑ j, c j * (c i * trace (D i * G (D i)))
      = ∑ i, c i * trace (D i * G (D i)) := by
    simp only [← Finset.sum_mul, hc, one_mul]
  have h2 : ∑ i, ∑ j, c i * (c j * trace (D j * G (D j)))
      = ∑ i, c i * trace (D i * G (D i)) := by
    rw [Finset.sum_comm]
    exact h1
  have h3 : ∑ i, ∑ j, c j * c i * trace (D j * G (D i))
      = ∑ i, ∑ j, c i * c j * trace (D i * G (D j)) := Finset.sum_comm
  have hs : ∑ i, ∑ j, c i * c j * trace ((D i - D j) * (fock h G (D i) - fock h G (D j)))
      = ∑ i, ∑ j, (c j * (c i * trace (D i * G (D i))) + c i * (c j * trace (D j * G (D j)))
        - c i * c j * trace (D i * G (D j)) - c j * c i * trace (D j * G (D i))) := by
    refine Finset.sum_congr rfl fun i _ => Finset.sum_congr rfl fun j _ => ?_
    simp only [fock, add_sub_add_left_eq_sub, mul_sub, sub_mul, trace_sub]
    ring
  simp only [Finset.sum_sub_distrib, Finset.sum_add_distrib] at hs
  rw [h1, h2, h3] at hs
  rw [hL, ediis, hE, hs]
  ring

/-- For a linear, trace-symmetric mean field and coefficients summing to one, the ADIIS and
EDIIS functions coincide. -/
theorem adiis_eq_ediis (h : Matrix m m 𝕜) (G : Matrix m m 𝕜 →ₗ[𝕜] Matrix m m 𝕜)
    (hG : TraceSymmetric G) (D : ι → Matrix m m 𝕜) (n : ι) (c : ι → 𝕜)
    (hc : ∑ i, c i = 1) : adiis h G D n c = ediis h G D c :=
  (adiis_exact h G hG D n c hc).symm.trans (ediis_exact h G D c hc)

/-- The Hartree-Fock mean field in spin orbitals, Coulomb minus exchange, from two-electron
integrals `g p q r s = (pq|rs)`. -/
def meanField (g : m → m → m → m → 𝕜) : Matrix m m 𝕜 →ₗ[𝕜] Matrix m m 𝕜 where
  toFun D := Matrix.of fun p q => ∑ s, ∑ r, (g p q r s - g p s r q) * D s r
  map_add' X Y := by
    ext p q
    simp only [Matrix.of_apply, Matrix.add_apply, mul_add, Finset.sum_add_distrib]
  map_smul' a X := by
    ext p q
    simp only [Matrix.of_apply, Matrix.smul_apply, smul_eq_mul, Finset.mul_sum,
      RingHom.id_apply]
    exact Finset.sum_congr rfl fun s _ => Finset.sum_congr rfl fun r _ => by ring

/-- If the integrals are unchanged when the two electrons are exchanged, the Hartree-Fock
mean field is trace-symmetric. -/
theorem meanField_traceSymmetric (g : m → m → m → m → 𝕜)
    (hg : ∀ p q r s, g p q r s = g r s p q) : TraceSymmetric (meanField g) := by
  intro X Y
  have happ : ∀ (D : Matrix m m 𝕜) p q, meanField g D p q
      = ∑ s, ∑ r, (g p q r s - g p s r q) * D s r := fun _ _ _ => rfl
  -- exchange the index pairs of the two electrons
  have comm : ∀ f : m → m → m → m → 𝕜,
      ∑ p, ∑ q, ∑ s, ∑ r, f p q s r = ∑ p, ∑ q, ∑ s, ∑ r, f s r p q := fun f => by
    have := Finset.sum_comm (s := Finset.univ) (t := Finset.univ)
      (f := fun x y : m × m => f x.1 x.2 y.1 y.2)
    simpa only [Fintype.sum_prod_type] using this
  simp only [Matrix.trace, Matrix.diag_apply, Matrix.mul_apply, happ, Finset.mul_sum]
  refine (comm _).trans ?_
  refine Finset.sum_congr rfl fun p _ => Finset.sum_congr rfl fun q _ =>
    Finset.sum_congr rfl fun s _ => Finset.sum_congr rfl fun r _ => ?_
  linear_combination (X s r * Y p q) * (hg r s q p - hg r p q s)

/-- ADIIS is exact for Hartree-Fock: with integrals symmetric under electron exchange and
coefficients summing to one, it gives the energy of the mixed density. -/
theorem adiis_exact_hartreeFock (h : Matrix m m 𝕜) (g : m → m → m → m → 𝕜)
    (hg : ∀ p q r s, g p q r s = g r s p q) (D : ι → Matrix m m 𝕜) (n : ι) (c : ι → 𝕜)
    (hc : ∑ i, c i = 1) :
    energy h (meanField g) (mix c D) = adiis h (meanField g) D n c :=
  adiis_exact h _ (meanField_traceSymmetric g hg) D n c hc

/-- Model integrals `(pq|rs) = δ_pq δ_rs` for two spin orbitals. -/
def modelIntegral (p q r s : Fin 2) : ℝ := if p = q ∧ r = s then 1 else 0

/-- The mean field of the model integrals is trace-symmetric, and it sends the density of
the first orbital to the projector on the second. -/
theorem traceSymmetric_witness :
    TraceSymmetric (meanField modelIntegral) ∧
      meanField modelIntegral !![1, 0; 0, 0] = !![0, 0; 0, 1] := by
  refine ⟨meanField_traceSymmetric _ fun p q r s => ?_, ?_⟩
  · by_cases h1 : p = q <;> by_cases h2 : r = s <;> simp [modelIntegral, h1, h2]
  · ext i j
    fin_cases i <;> fin_cases j <;> simp [meanField, modelIntegral, Fin.sum_univ_two]

end

end ADIISExactness
```

```lean
#print axioms ADIISExactness.adiis_exact_iff
#print axioms ADIISExactness.adiis_eq_ediis
#print axioms ADIISExactness.adiis_exact_hartreeFock
```

```
'ADIISExactness.adiis_exact_iff' depends on axioms: [propext, Classical.choice, Quot.sound]
'ADIISExactness.adiis_eq_ediis' depends on axioms: [propext, Classical.choice, Quot.sound]
'ADIISExactness.adiis_exact_hartreeFock' depends on axioms: [propext, Classical.choice, Quot.sound]
```

Let \(D_i\) be the stored density matrices, \(h\) the one-electron matrix and \(G\) the linear map from a density to its mean field. The Fock matrices are \(F_i=h+G(D_i)\), and the energy is \(E(D)=\mathrm{tr}(hD)+\tfrac12\mathrm{tr}(D\,G(D))\). With \(X_i=D_i-D_n\) and \(\sum_i c_i=1\), `adiis_exact` states

\[
E\Big(\sum_i c_iD_i\Big)=E(D_n)+\sum_i c_i\,\mathrm{tr}(X_iF_n)+\tfrac12\sum_{ij}c_ic_j\,\mathrm{tr}\big(X_i(F_j-F_n)\big).
\]

Its hypothesis `TraceSymmetric G` is \(\mathrm{tr}(X\,G(Y))=\mathrm{tr}(Y\,G(X))\) for all matrices \(X,Y\). Physically, it makes the Fock matrix the derivative of the energy.

To derive the formula, put \(X=\sum_i c_iX_i\). Since the coefficients sum to one, the mixture is \(D_n+X\), and

\[
E(D_n+X)=E(D_n)+\mathrm{tr}(hX)+\tfrac12\big[\mathrm{tr}(D_nG(X))+\mathrm{tr}(X\,G(D_n))+\mathrm{tr}(X\,G(X))\big].
\]

Trace symmetry makes the two cross terms equal, which leaves \(E(D_n)+\mathrm{tr}(XF_n)+\tfrac12\mathrm{tr}(X\,G(X))\). Expanding \(X\) and using \(G(X_j)=F_j-F_n\) gives the ADIIS function.

The Lean proof takes the same route. `mix_eq_add` rewrites the mixture, `trace_mix_mul` and `trace_mix_mul_map` expand the linear and quadratic traces, and `hF` identifies the Fock differences. The closing `linear_combination` uses \(\mathrm{tr}(hX)=\mathrm{tr}(Xh)\) and half of the trace-symmetry equation.

For Hartree–Fock, `meanField` builds Coulomb minus exchange from spin-orbital integrals `g p q r s` \(=(pq|rs)\):

\[
\mathrm{tr}(X\,G(Y))=\sum_{pqsr}X_{pq}\big[(qp|rs)-(qs|rp)\big]Y_{sr}.
\]

Interchanging the index pairs \((p,q)\) and \((s,r)\) and using \((pq|rs)=(rs|pq)\) turns this into \(\mathrm{tr}(Y\,G(X))\). That is `meanField_traceSymmetric`; the integral symmetry expresses that the electrons are identical. `adiis_exact_hartreeFock` then follows.

Two orbitals suffice for a numerical instance. The integrals `modelIntegral`, \((pq|rs)=\delta_{pq}\delta_{rs}\), give \(G(D)=\mathrm{tr}(D)\,1-D\); `traceSymmetric_witness` records the symmetry and one value of this field. Take \(h=\mathrm{diag}(-2,-1)\), \(D_0=\mathrm{diag}(1,0)\), \(D_1=\mathrm{diag}(0,1)\), reference \(n=1\) and \(c=(\tfrac34,\tfrac14)\). Directly,

\[
E\big(\mathrm{diag}(\tfrac34,\tfrac14)\big)=-\tfrac74+\tfrac3{16}=-\tfrac{25}{16}.
\]

For ADIIS, \(E(D_1)=-1\), \(F_1=\mathrm{diag}(-1,-1)\) and \(F_0-F_1=\mathrm{diag}(-1,1)\). With \(X_0=\mathrm{diag}(1,-1)\), the linear term vanishes and the quadratic term is \(\tfrac12\cdot\tfrac9{16}\cdot(-2)=-\tfrac9{16}\), so the total is again \(-\tfrac{25}{16}\).

Trace symmetry is also necessary if ADIIS is to be exact for every pair of matrices \(D_0,D_1\), whether or not they are physical densities. In `adiis_exact_iff`, the choice \(D_0=X+Y\), \(D_1=Y\), \(c=(1,0)\) leaves the error \(\tfrac12[\mathrm{tr}(Y\,G(X))-\mathrm{tr}(X\,G(Y))]\), which must vanish.

The related EDIIS function interpolates the stored energies and subtracts a pairwise correction. By `ediis_exact` it is exact for every linear \(G\) when the coefficients sum to one. With \(t_{ij}=\mathrm{tr}(D_iG(D_j))\), the correction is

\[
\tfrac14\sum_{ij}c_ic_j(t_{ii}+t_{jj}-t_{ij}-t_{ji})=\tfrac12\sum_i c_it_{ii}-\tfrac12\sum_{ij}c_ic_jt_{ij}.
\]

Subtracting it replaces the interpolated self-terms by the interaction energy of the mixture; the Lean proof does this with the constraint and a relabelling of the double sum. Under trace symmetry and the same constraint, ADIIS and EDIIS therefore coincide (`adiis_eq_ediis`).

The matrices are finite, with real or complex entries. The coefficients may have any sign, and the densities need not be Hermitian or idempotent. Closed-shell ADIIS formulas written with the density matrix of one spin carry prefactors 2 and 1 on the linear and quadratic terms, where the formula here has 1 and \(\tfrac12\); the EDIIS correction then has \(\tfrac12\) in place of \(\tfrac14\).

In an SCF calculation, the equality concerns the energy of the mixed matrix, which is generally not the density of a single determinant. The step from that mixture to the next determinant, and hence convergence, needs a separate argument. Kohn–Sham theory with a nonlinear exchange–correlation potential does not satisfy the linearity hypothesis.
